# Attractive exchange nonadditivity of three or more equally coupled, positively overlapping orbitals that repel in pairs

For non-interacting electrons of one spin, one per orbital, adding up dimer energies overestimates the repulsion in a cluster of such orbitals, provided that orbital energy, overlap and coupling are the same in dimer and cluster. The repulsion per pair falls as orbitals are added. The problems below find the error.

In Lean 4 with Mathlib:

```lean
import Mathlib

open Matrix

namespace ExchangeNonadditivity

noncomputable section
```

All \(N\) orbitals have the same energy, and all pairs have the same overlap and the same coupling, so each matrix needs only a diagonal value \(a\) and an off-diagonal value \(b\).

```lean
/-- The N × N matrix with every diagonal entry `a` and every off-diagonal entry `b`. -/
def equicoupled (N : ℕ) (a b : ℝ) : Matrix (Fin N) (Fin N) ℝ :=
  Matrix.of fun i j => if i = j then a else b
```

The overlap matrix \(S_N\) has diagonal 1 (normalised orbitals) and off-diagonal \(s\).

```lean
/-- Overlap matrix of N normalised orbitals with mutual overlap `s`. -/
def overlap (N : ℕ) (s : ℝ) : Matrix (Fin N) (Fin N) ℝ := equicoupled N 1 s
```

The Hamiltonian matrix \(H_N\) has orbital energy \(e\) and coupling \(t\), both real.

```lean
/-- One-electron Hamiltonian matrix with orbital energy `e` and mutual coupling `t`. -/
def hamiltonian (N : ℕ) (e t : ℝ) : Matrix (Fin N) (Fin N) ℝ := equicoupled N e t
```

A determinant of these orbitals has energy \(\operatorname{tr}(S_N^{-1}H_N)\). Subtracting the isolated orbitals leaves \(E_N=\operatorname{tr}(S_N^{-1}H_N)-Ne\). A simple product of the orbitals would have energy \(Ne\), so \(E_N\) is due to antisymmetry alone. It is not the exchange energy of Hartree–Fock theory, which comes from electron repulsion.

```lean
/-- Energy of N occupied nonorthogonal orbitals, relative to N isolated ones:
the trace of S⁻¹H minus N e. -/
def exchangeEnergy (N : ℕ) (s e t : ℝ) : ℝ :=
  ((overlap N s)⁻¹ * hamiltonian N e t).trace - N * e
```

The nonadditivity is \(\Delta_N=E_N-\tfrac12N(N-1)E_2\).

```lean
/-- The energy of the N-site cluster minus the dimer energy summed over all N(N-1)/2 pairs. -/
def nonadditivity (N : ℕ) (s e t : ℝ) : ℝ :=
  exchangeEnergy N s e t - (N : ℝ) * (N - 1) / 2 * exchangeEnergy 2 s e t
```

The parameters \(s,e,t\) are the same in dimer and cluster. Electron repulsion and dispersion are absent. More than four mutually equidistant sites do not fit in three dimensions, so for larger \(N\) the model does not describe identical atoms at equal distances.

## (a) Multiplying equicoupled matrices

Show that the product of matrices with entries \((a,b)\) and \((c,d)\) has diagonal \(ac+(N-1)bd\) and off-diagonal \(ad+bc+(N-2)bd\).

**Solution.** Let \(J\) be the all-ones matrix, so \(J^2=NJ\). Then
\[
(bJ+(a-b)I)(dJ+(c-d)I)=[ad+bc+(N-2)bd]J+(a-b)(c-d)I .
\]
The coefficient of \(J\) is the off-diagonal entry; adding \((a-b)(c-d)\) gives the diagonal. In the code, `split` makes the same decomposition and `expand` lists the four products.

```lean
/-- The product of two equicoupled matrices is equicoupled, with the entries given here. -/
theorem equicoupled_mul (N : ℕ) (a b c d : ℝ) :
    equicoupled N a b * equicoupled N c d =
      equicoupled N (a * c + ((N : ℝ) - 1) * (b * d))
        (a * d + b * c + ((N : ℝ) - 2) * (b * d)) := by
  -- separate the constant background from the diagonal excess
  have split : ∀ (x y : ℝ) (i j : Fin N),
      equicoupled N x y i j = y + (x - y) * (if i = j then (1 : ℝ) else 0) := by
    intro x y i j
    by_cases h : i = j <;> simp [equicoupled, h]
  ext i j
  have expand : ∀ k : Fin N, equicoupled N a b i k * equicoupled N c d k j =
      b * d + b * (c - d) * (if k = j then (1 : ℝ) else 0)
        + (a - b) * d * (if i = k then (1 : ℝ) else 0)
        + (a - b) * (c - d) *
          ((if i = k then (1 : ℝ) else 0) * (if k = j then (1 : ℝ) else 0)) := by
    intro k
    rw [split, split]
    ring
  have h1 : ∑ k : Fin N, (if k = j then (1 : ℝ) else 0) = 1 := by simp
  have h2 : ∑ k : Fin N, (if i = k then (1 : ℝ) else 0) = 1 := by simp
  have h3 : ∑ k : Fin N, ((if i = k then (1 : ℝ) else 0) * (if k = j then (1 : ℝ) else 0))
      = if i = j then (1 : ℝ) else 0 := by simp
  rw [Matrix.mul_apply, split]
  simp only [expand, Finset.sum_add_distrib, ← Finset.mul_sum, h1, h2, h3,
    Finset.sum_const, Finset.card_univ, Fintype.card_fin, nsmul_eq_mul]
  ring
```

## (b) Admissible overlaps

Show that \(x^{\mathsf T}S_Nx>0\) for real \(x\neq0\) and \(0\le s<1\).

**Solution.** Since \((S_Nx)_i=(1-s)x_i+s\sum_jx_j\),
\[
x^{\mathsf T}S_Nx=(1-s)\sum_ix_i^2+s\Big(\sum_ix_i\Big)^2 .
\]
The first term is positive and the second nonnegative. In the code, `hmul` is the formula for \((S_Nx)_i\), `hform` is the quadratic form, and `ha` and `hb` are the signs of its two terms.

```lean
/-- For 0 ≤ s < 1 the quadratic form of the overlap matrix is positive at every nonzero real vector.
-/
theorem overlap_pos (N : ℕ) {s : ℝ} (hs0 : 0 ≤ s) (hs1 : s < 1)
    (x : Fin N → ℝ) (hx : x ≠ 0) : 0 < x ⬝ᵥ (overlap N s *ᵥ x) := by
  have hmul : ∀ i, (overlap N s *ᵥ x) i = (1 - s) * x i + s * ∑ j, x j := by
    intro i
    have h : ∀ j, overlap N s i j * x j = (if i = j then (1 - s) * x j else 0) + s * x j := by
      intro j
      by_cases hij : i = j
      · simp only [overlap, equicoupled, Matrix.of_apply, if_pos hij]
        ring
      · simp only [overlap, equicoupled, Matrix.of_apply, if_neg hij]
        ring
    simp only [Matrix.mulVec, dotProduct, h, Finset.sum_add_distrib, ← Finset.mul_sum,
      Finset.sum_ite_eq, Finset.mem_univ, if_true]
  -- the quadratic form is a sum of squares with nonnegative weights
  have hform : x ⬝ᵥ (overlap N s *ᵥ x) =
      (1 - s) * ∑ i, x i ^ 2 + s * (∑ j, x j) * ∑ i, x i := by
    simp only [dotProduct, hmul]
    rw [Finset.mul_sum (f := fun i => x i ^ 2),
      Finset.mul_sum (f := fun i => x i) (a := s * ∑ j, x j), ← Finset.sum_add_distrib]
    exact Finset.sum_congr rfl (fun i _ => by ring)
  obtain ⟨i, hi⟩ := Function.ne_iff.mp hx
  have hi' : x i ≠ 0 := hi
  have hsum : 0 < ∑ i, x i ^ 2 :=
    Finset.sum_pos' (fun i _ => sq_nonneg (x i)) ⟨i, Finset.mem_univ i, by positivity⟩
  have ha := mul_pos (sub_pos.mpr hs1) hsum
  have hb := mul_nonneg hs0 (mul_self_nonneg (∑ j, x j))
  rw [hform, mul_assoc s]
  linarith
```

## (c) Inverting the overlap matrix

Let \(D=(1-s)(1+(N-1)s)\neq0\). Show that \(S_N^{-1}\) has diagonal \(p=(1+(N-2)s)/D\) and off-diagonal \(q=-s/D\).

**Solution.** By (a), we need
\[
p+(N-1)sq=1,\qquad q+sp+(N-2)sq=0 .
\]
The second equation holds for \(p=(1+(N-2)s)r\), \(q=-sr\). The first becomes \(r[1+(N-2)s-(N-1)s^2]=rD=1\). In the code, `hr` is this last equation.

```lean
/-- If s ≠ 1 and 1 + (N - 1) s ≠ 0, the overlap matrix times the equicoupled matrix given here is
the identity. -/
theorem overlap_mul_inverse (N : ℕ) {s : ℝ} (h1 : s ≠ 1) (h2 : 1 + ((N : ℝ) - 1) * s ≠ 0) :
    overlap N s * equicoupled N
      ((1 + ((N : ℝ) - 2) * s) / ((1 - s) * (1 + ((N : ℝ) - 1) * s)))
      (-s / ((1 - s) * (1 + ((N : ℝ) - 1) * s))) = 1 := by
  have h3 : 1 - s ≠ 0 := sub_ne_zero.mpr h1.symm
  have hone : equicoupled N 1 0 = 1 := by
    ext i j
    simp [equicoupled, Matrix.one_apply]
  -- r stands for the inverse of the common denominator
  have hr := mul_inv_cancel₀ (mul_ne_zero h3 h2)
  simp only [div_eq_mul_inv]
  generalize ((1 - s) * (1 + ((N : ℝ) - 1) * s))⁻¹ = r at hr ⊢
  rw [overlap, equicoupled_mul, ← hone]
  congr 1
  · linear_combination hr
  · ring
```

## (d) The cluster energy

Under the same conditions, show that \(E_ND=N(N-1)s(es-t)\).

**Solution.** By (a) and (c), the trace is \(N[pe+(N-1)qt]\), so
\[
E_ND=N\big[(1+(N-2)s)e-(N-1)st-eD\big]=N(N-1)s(es-t).
\]
`Matrix.inv_eq_right_inv` replaces the actual inverse by the matrix from (c).

```lean
/-- Closed form of the cluster energy, written without division. -/
theorem exchangeEnergy_mul (N : ℕ) {s : ℝ} (e t : ℝ) (h1 : s ≠ 1)
    (h2 : 1 + ((N : ℝ) - 1) * s ≠ 0) :
    exchangeEnergy N s e t * ((1 - s) * (1 + ((N : ℝ) - 1) * s)) =
      N * ((N : ℝ) - 1) * s * (e * s - t) := by
  have h3 : 1 - s ≠ 0 := sub_ne_zero.mpr h1.symm
  have htr : ∀ a b : ℝ, (equicoupled N a b).trace = N * a := by
    intro a b
    simp [Matrix.trace, equicoupled]
  rw [exchangeEnergy, Matrix.inv_eq_right_inv (overlap_mul_inverse N h1 h2), hamiltonian,
    equicoupled_mul, htr]
  have hr := mul_inv_cancel₀ (mul_ne_zero h3 h2)
  simp only [div_eq_mul_inv]
  generalize ((1 - s) * (1 + ((N : ℝ) - 1) * s))⁻¹ = r at hr ⊢
  linear_combination
    (N : ℝ) * ((1 + ((N : ℝ) - 2) * s) * e - ((N : ℝ) - 1) * s * t) * hr
```

## (e) Subtracting the pairs

For \(0\le s<1\), show that
\[
\Delta_N(1-s^2)(1+(N-1)s)=-N(N-1)(N-2)s^2(es-t).
\]

**Solution.** Part (d) gives both energies, hence
\[
\Delta_N=\frac{N(N-1)s(es-t)}{1-s}\left[\frac1{1+(N-1)s}-\frac1{1+s}\right].
\]
The bracket equals \(-(N-2)s/[(1+(N-1)s)(1+s)]\). At \(N=2\) the result vanishes, as it must. The final `linear_combination` uses the common denominator.

```lean
/-- Closed form of the nonadditivity for any number of sites, written without division. -/
theorem nonadditivity_mul (N : ℕ) {s : ℝ} (e t : ℝ) (hs0 : 0 ≤ s) (hs1 : s < 1) :
    nonadditivity N s e t * ((1 - s ^ 2) * (1 + ((N : ℝ) - 1) * s)) =
      -(N * ((N : ℝ) - 1) * ((N : ℝ) - 2) * s ^ 2 * (e * s - t)) := by
  have hp : 0 < 1 + ((N : ℝ) - 1) * s := by
    have := mul_nonneg (Nat.cast_nonneg (α := ℝ) N) hs0
    nlinarith
  have hN := exchangeEnergy_mul N e t hs1.ne hp.ne'
  have h2 := exchangeEnergy_mul 2 e t hs1.ne (by norm_num; linarith)
  simp only [Nat.cast_ofNat] at h2
  unfold nonadditivity
  -- put cluster and pair energies over the common denominator
  linear_combination (1 + s) * hN - (N : ℝ) * (N - 1) / 2 * (1 + ((N : ℝ) - 1) * s) * h2
```

## (f) The sign for three or more sites

Let \(N\ge3\), \(0<s<1\) and \(t<es\). Solve (e) for \(\Delta_N\) and show that \(\Delta_N<0\).

**Solution.** The denominator is positive, so
\[
\Delta_N=-\frac{N(N-1)(N-2)s^2(es-t)}{(1-s^2)(1+(N-1)s)}<0 .
\]
The assumption \(t<es\) means that the in-phase combination of two orbitals, with energy \((e+t)/(1+s)\), lies below \(e\).

```lean
/-- For three or more equally coupled sites with 0 < s < 1 and t < e s, the nonadditivity has the
stated closed form and is negative. -/
theorem nonadditivity_attractive (N : ℕ) (hN : 3 ≤ N) {s e t : ℝ}
    (hs0 : 0 < s) (hs1 : s < 1) (ht : t < e * s) :
    nonadditivity N s e t =
        -(N * ((N : ℝ) - 1) * ((N : ℝ) - 2) * s ^ 2 * (e * s - t)) /
          ((1 - s ^ 2) * (1 + ((N : ℝ) - 1) * s)) ∧
      nonadditivity N s e t < 0 := by
  have h3 : (3 : ℝ) ≤ N := by exact_mod_cast hN
  have a : 0 < (N : ℝ) := by linarith
  have b : 0 < (N : ℝ) - 1 := by linarith
  have c : 0 < (N : ℝ) - 2 := by linarith
  have hD : 0 < (1 - s ^ 2) * (1 + ((N : ℝ) - 1) * s) :=
    mul_pos (by nlinarith) (by linarith [mul_pos b hs0])
  have hnum := mul_pos (mul_pos (mul_pos (mul_pos a b) c) (pow_pos hs0 2)) (sub_pos.mpr ht)
  have heq := (eq_div_iff hD.ne').mpr (nonadditivity_mul N e t hs0.le hs1)
  refine ⟨heq, ?_⟩
  rw [heq]
  exact div_neg_of_neg_of_pos (neg_neg_of_pos hnum) hD
```

## (g) The equilateral trimer

Under the same assumptions on \(s,e,t\), show that
\[
E_3-3E_2=-\frac{6s^2(es-t)}{(1-s^2)(1+2s)}<0 .
\]

**Solution.** Put \(N=3\) in (f); there are three pairs. For \(s=\tfrac12\), \(e=t=-1\), part (d) gives \(E_2=\tfrac23\) and \(E_3=\tfrac32\), so the difference is \(-\tfrac12\), as the formula says.

```lean
/-- In the equilateral trimer with 0 < s < 1 and t < e s, the energy beyond the three
pair energies has the stated closed form and is negative. -/
theorem trimer_attractive {s e t : ℝ} (hs0 : 0 < s) (hs1 : s < 1) (ht : t < e * s) :
    exchangeEnergy 3 s e t - 3 * exchangeEnergy 2 s e t =
        -6 * s ^ 2 * (e * s - t) / ((1 - s ^ 2) * (1 + 2 * s)) ∧
      exchangeEnergy 3 s e t - 3 * exchangeEnergy 2 s e t < 0 := by
  have h := nonadditivity_attractive 3 le_rfl hs0 hs1 ht
  have hn : nonadditivity 3 s e t = exchangeEnergy 3 s e t - 3 * exchangeEnergy 2 s e t := by
    simp only [nonadditivity, Nat.cast_ofNat]
    ring
  rw [hn] at h
  refine ⟨?_, h.2⟩
  rw [h.1]
  simp only [Nat.cast_ofNat]
  congr 1 <;> ring
```

## (h) Reading the sign from the dimer

For \(N\ge3\) and \(0<s<1\), with no condition on \(t\), show that \(\Delta_N<0\) exactly when \(E_2>0\).

**Solution.** Substituting \(2s(es-t)=(1-s^2)E_2\) into (e) gives
\[
2(1+(N-1)s)\,\Delta_N=-N(N-1)(N-2)s\,E_2 ,
\]
with positive factors on both sides. This is `key`; the two directions follow from its signs.

```lean
/-- For 0 < s < 1 and at least three sites, the nonadditivity is negative exactly when
the dimer energy is positive. -/
theorem nonadditivity_neg_iff (N : ℕ) (hN : 3 ≤ N) {s : ℝ} (e t : ℝ)
    (hs0 : 0 < s) (hs1 : s < 1) :
    nonadditivity N s e t < 0 ↔ 0 < exchangeEnergy 2 s e t := by
  have h3 : (3 : ℝ) ≤ N := by exact_mod_cast hN
  have b : 0 < (N : ℝ) - 1 := by linarith
  have hK : 0 < (N : ℝ) * ((N : ℝ) - 1) * ((N : ℝ) - 2) * s :=
    mul_pos (mul_pos (mul_pos (by linarith) b) (by linarith)) hs0
  have hp : 0 < 2 * (1 + ((N : ℝ) - 1) * s) := by linarith [mul_pos b hs0]
  have hne : 1 - s ^ 2 ≠ 0 := by
    have : 0 < 1 - s ^ 2 := by nlinarith
    exact this.ne'
  have hA := nonadditivity_mul N e t hs0.le hs1
  have h2 := exchangeEnergy_mul 2 e t hs1.ne (by norm_num; linarith)
  simp only [Nat.cast_ofNat] at h2
  -- the nonadditivity is a negative multiple of the dimer energy
  have key : nonadditivity N s e t * (2 * (1 + ((N : ℝ) - 1) * s)) =
      -((N : ℝ) * ((N : ℝ) - 1) * ((N : ℝ) - 2) * s * exchangeEnergy 2 s e t) := by
    apply mul_right_cancel₀ hne
    linear_combination 2 * hA + (N : ℝ) * ((N : ℝ) - 1) * ((N : ℝ) - 2) * s * h2
  constructor
  · intro h
    have h4 := mul_neg_of_neg_of_pos h hp
    exact pos_of_mul_pos_right (by linarith) hK.le
  · intro h
    have h4 := mul_pos hK h
    by_contra hc
    have h5 := mul_nonneg (not_lt.mp hc) hp.le
    linarith

end

end ExchangeNonadditivity
```

```lean
#print axioms ExchangeNonadditivity.overlap_pos
-- 'ExchangeNonadditivity.overlap_pos' depends on axioms: [propext, Classical.choice, Quot.sound]
#print axioms ExchangeNonadditivity.nonadditivity_attractive
-- 'ExchangeNonadditivity.nonadditivity_attractive' depends on axioms: [propext, Classical.choice, Quot.sound]
#print axioms ExchangeNonadditivity.trimer_attractive
-- 'ExchangeNonadditivity.trimer_attractive' depends on axioms: [propext, Classical.choice, Quot.sound]
#print axioms ExchangeNonadditivity.nonadditivity_neg_iff
-- 'ExchangeNonadditivity.nonadditivity_neg_iff' depends on axioms: [propext, Classical.choice, Quot.sound]
```
